# A potential with x V' ≤ 0 on the line has no nonzero stationary state that decays together with its virial boundary terms

Take a free particle on the line, in units ħ = m = 1. Its real wavefunction u obeys -u''/2 = E u, where E is the energy. Define

G = x u'²/2 + E x u² + u u'/2.

Differentiating and inserting u'' = -2E u leaves

G' = u'².

So G never decreases. If u and u' decay fast enough for G to vanish at both ends, then G = 0 everywhere, hence u' = 0 and u is constant. A constant that tends to zero is zero, so there is no such state at any energy.

The same argument works in a differentiable potential V that pushes the particle away from the origin, x V'(x) ≤ 0. The theorem says that u = 0 if u tends to zero at +∞ and the terms u u', x u'² and x (V - E) u² vanish at both ends. For one particle on the infinite line, this means that discrete levels found by placing a repulsive Gaussian barrier in a finite box are not levels of states with such tails.

## The stationary equation

The particle has a definite energy, and u solves -u''/2 + V u = E u at every point. By hand, this equation eliminates u''. Without it, u is an arbitrary function, and G' can take either sign even when x V' ≤ 0.

```lean
import Mathlib

open Filter Topology MeasureTheory

namespace VirialNoBoundState

/-- The real function `u`, with first and second derivatives `u'` and `u''`, solves the
stationary Schrödinger equation `-u''/2 + V u = E u` on the line. -/
structure IsStationary (V : ℝ → ℝ) (E : ℝ) (u u' u'' : ℝ → ℝ) : Prop where
  deriv_one : ∀ x, HasDerivAt u (u' x) x
  deriv_two : ∀ x, HasDerivAt u' (u'' x) x
  schrodinger : ∀ x, -u'' x / 2 + V x * u x = E * u x
```

In Lean, `u'` and `u''` are separate functions, tied to `u` by the first two fields. Continuity of u'' is not required. A complex solution with real V and E is treated through its real and imaginary parts, each of which solves the equation.

## Vanishing boundary terms

These conditions say that no contribution to G survives far away. The filter `l` stands for one end of the line, `atBot` for -∞ and `atTop` for +∞.

```lean
/-- The three boundary terms of the virial argument, `u u'`, `x u'^2` and `x (V - E) u^2`,
vanish at the end of the line described by the filter `l`. -/
structure VirialDecay (V : ℝ → ℝ) (E : ℝ) (u u' : ℝ → ℝ) (l : Filter ℝ) : Prop where
  cross : Tendsto (fun x => u x * u' x) l (𝓝 0)
  kinetic : Tendsto (fun x => x * u' x ^ 2) l (𝓝 0)
  potential : Tendsto (fun x => x * (V x - E) * u x ^ 2) l (𝓝 0)
```

Decay at +∞ alone is not enough: u = exp(-x) solves the free equation with E = -1/2 and grows on the left. Nor does square-integrability replace the boundary terms. For V = -x⁴, which satisfies x V' ≤ 0, every solution falls off like 1/|x| times an oscillation and is square-integrable, while u' grows like |x|. The step from "normalisable" to "boundary terms vanish" must therefore be supplied for the potential at hand.

The function G for general V is called `virial` here. It is not the virial of classical mechanics, which is built from x times the force.

```lean
/-- The virial function `x u'^2/2 - x (V - E) u^2 + u u'/2`. -/
noncomputable def virial (V : ℝ → ℝ) (E : ℝ) (u u' : ℝ → ℝ) (x : ℝ) : ℝ :=
  x * u' x ^ 2 / 2 - x * (V x - E) * u x ^ 2 + u x * u' x / 2
```

## A differentiable potential

The force -V' must exist everywhere. The product rule gives

G' = u'²/2 + x u' u'' - (V - E) u² - x V' u² - 2x (V - E) u u' + u'²/2 + u u''/2.

With u'' = 2 (V - E) u, the second term cancels the fifth and the last cancels the third:

G' = u'² - x V' u².

A square well shows what goes wrong at jumps. Away from its walls V' = 0, so x V' ≤ 0 holds there, and yet the well binds.

```lean
variable {V V' u u' u'' : ℝ → ℝ} {E : ℝ}

/-- Local virial identity: for a solution of the stationary Schrödinger equation with
differentiable potential, the virial function has derivative `u'^2 - x V' u^2`. -/
theorem hasDerivAt_virial (hV : ∀ x, HasDerivAt V (V' x) x)
    (hu : IsStationary V E u u' u'') (x : ℝ) :
    HasDerivAt (virial V E u u') (u' x ^ 2 - x * V' x * u x ^ 2) x := by
  have p1 : HasDerivAt (fun y => u y ^ 2) (2 * u x * u' x) x := by
    simpa using (hu.deriv_one x).fun_pow 2
  have p2 : HasDerivAt (fun y => u' y ^ 2) (2 * u' x * u'' x) x := by
    simpa using (hu.deriv_two x).fun_pow 2
  have h1 := ((hasDerivAt_id' x).fun_mul p2).div_const 2
  have h2 := ((hasDerivAt_id' x).fun_mul ((hV x).sub_const E)).fun_mul p1
  have h3 := ((hu.deriv_one x).fun_mul (hu.deriv_two x)).div_const 2
  refine ((h1.fun_sub h2).fun_add h3).congr_deriv ?_
  -- the Schrödinger equation removes the second derivative
  linear_combination (-2 * (x * u' x + u x / 2)) * hu.schrodinger x
```

The steps `h1`, `h2` and `h3` differentiate the three terms of G, and `linear_combination` subtracts the multiple of the Schrödinger equation that removes u''. The next lemma adds up the three boundary limits, so G tends to zero at each end.

```lean
/-- The virial function vanishes at an end of the line where the three boundary terms do. -/
theorem tendsto_virial {l : Filter ℝ} (h : VirialDecay V E u u' l) :
    Tendsto (virial V E u u') l (𝓝 0) := by
  have h1 := ((h.kinetic.div_const 2).sub h.potential).add (h.cross.div_const 2)
  have e : (0 : ℝ) / 2 - 0 + 0 / 2 = 0 := by norm_num
  rw [e] at h1
  exact h1
```

## Integrability, for the virial theorem only

If u'² and x V' u² are integrable, integrating G' over the line gives

∫ u'² dx = ∫ x V' u² dx.

Dividing by ∫ u² dx, for a nonzero square-integrable u, turns this into 2⟨T⟩ = ⟨x V'⟩, with T the kinetic energy. Without integrability, the boundary terms still make G tend to zero at both ends, but the two separate integrals need not exist.

```lean
/-- Virial theorem: if the boundary terms vanish at both ends and `u'^2` and `x V' u^2` are
integrable, a stationary solution in a differentiable potential has
`∫ u'^2 = ∫ x V' u^2`. -/
theorem virial_theorem (hV : ∀ x, HasDerivAt V (V' x) x)
    (hu : IsStationary V E u u' u'')
    (hbot : VirialDecay V E u u' atBot) (htop : VirialDecay V E u u' atTop)
    (hT : Integrable (fun x => u' x ^ 2))
    (hW : Integrable (fun x => x * V' x * u x ^ 2)) :
    ∫ x, u' x ^ 2 = ∫ x, x * V' x * u x ^ 2 := by
  have h := integral_of_hasDerivAt_of_tendsto (hasDerivAt_virial hV hu) (hT.sub hW)
    (tendsto_virial hbot) (tendsto_virial htop)
  rw [integral_sub hT hW] at h
  linarith
```

The proof applies the fundamental theorem of calculus on the whole line and then splits the integral. The sign of x V' plays no part, so bound states of attractive potentials are included.

## A force directed away from the origin

The condition x V' ≤ 0 makes both parts of G' = u'² + (-x V' u²) nonnegative. G then rises from zero to zero, so it is zero throughout. Its derivative vanishes, hence u' = 0. No integral is taken, and integrability is not assumed.

Without the sign condition, binding is possible: V = x²/2 has the state u = exp(-x²/2) at E = 1/2, and all its boundary terms vanish.

```lean
/-- In a differentiable potential with `x V'(x) ≤ 0` everywhere, a stationary solution whose
boundary terms vanish at both ends and which itself tends to zero at `+∞` is zero, whatever the
energy `E`. -/
theorem no_bound_state (hV : ∀ x, HasDerivAt V (V' x) x) (hrep : ∀ x, x * V' x ≤ 0)
    (hu : IsStationary V E u u' u'')
    (hbot : VirialDecay V E u u' atBot) (htop : VirialDecay V E u u' atTop)
    (hlim : Tendsto u atTop (𝓝 0)) : ∀ x, u x = 0 := by
  have hd := hasDerivAt_virial hV hu
  have hsign : ∀ x, x * V' x * u x ^ 2 ≤ 0 := fun x =>
    mul_nonpos_of_nonpos_of_nonneg (hrep x) (sq_nonneg _)
  -- the virial function increases from zero to zero
  have hmono : Monotone (virial V E u u') := by
    refine monotone_of_deriv_nonneg (fun x => (hd x).differentiableAt) (fun x => ?_)
    rw [(hd x).deriv]
    linarith [hsign x, sq_nonneg (u' x)]
  have hzero : virial V E u u' = fun _ => 0 := by
    funext x
    exact le_antisymm (hmono.ge_of_tendsto (tendsto_virial htop) x)
      (hmono.le_of_tendsto (tendsto_virial hbot) x)
  -- hence its derivative vanishes, and with it the slope of `u`
  have hslope : ∀ x, u' x = 0 := by
    intro x
    have h := hd x
    rw [hzero] at h
    have h0 := h.unique (hasDerivAt_const x (0 : ℝ))
    have hsq : u' x ^ 2 = 0 := le_antisymm (by linarith [hsign x]) (sq_nonneg _)
    exact pow_eq_zero_iff (two_ne_zero) |>.mp hsq
  intro x
  have hconst : u = fun _ => u x := by
    funext y
    exact is_const_of_deriv_eq_zero (fun z => (hu.deriv_one z).differentiableAt)
      (fun z => by rw [(hu.deriv_one z).deriv, hslope z]) y x
  rw [hconst] at hlim
  exact tendsto_nhds_unique tendsto_const_nhds hlim
```

Here `hmono` is the monotonicity of G, `hzero` traps G between its two limits, and `hslope` compares the derivative of the zero function with the formula for G'. The last lines show that u is constant and equal to its limit.

On a half-line the argument also treats s-waves, with x the distance from the centre and u equal to x times the radial wavefunction: if u(0) = 0, V is differentiable on [0, ∞) and V' ≤ 0, then G(0) = 0, and vanishing boundary terms at +∞ force u = 0. This radial variant is an informal remark, without a Lean proof here.

## Decay of u itself

The hypothesis `hlim` removes the constant left over at the end. Without it, u = 1 with V = 0 and E = 0 satisfies everything else:

```lean
/-- The constant function solves the free Schrödinger equation at zero energy, and its three
boundary terms vanish at both ends. -/
theorem free_constant_solution :
    IsStationary (fun _ => 0) 0 (fun _ => 1) (fun _ => 0) (fun _ => 0) ∧
    VirialDecay (fun _ => 0) 0 (fun _ => 1) (fun _ => 0) atBot ∧
    VirialDecay (fun _ => 0) 0 (fun _ => 1) (fun _ => 0) atTop := by
  refine ⟨⟨fun x => hasDerivAt_const x 1, fun x => hasDerivAt_const x 0, fun x => ?_⟩,
    ⟨?_, ?_, ?_⟩, ⟨?_, ?_, ?_⟩⟩ <;> simp
```

A nonzero constant solves the equation only if V = E everywhere, so the hypothesis matters only in that case.

## Potentials that level off

If V has a finite limit at an end, x u² → 0 and x u'² → 0 there imply all three boundary conditions. Multiplying by 1/x gives u² → 0 and u'² → 0; then |u u'| ≤ u² + u'² handles the cross term, and V - E stays bounded in the potential term.

```lean
/-- If `x f^2` tends to zero along a filter where `1/x` tends to zero and `x` is eventually nonzero,
then so does `f^2`. -/
theorem tendsto_sq {f : ℝ → ℝ} {l : Filter ℝ} (hl : Tendsto (fun x : ℝ => x⁻¹) l (𝓝 0))
    (hne : ∀ᶠ x in l, x ≠ 0) (hf : Tendsto (fun x => x * f x ^ 2) l (𝓝 0)) :
    Tendsto (fun x => f x ^ 2) l (𝓝 0) := by
  have h := hl.mul hf
  rw [mul_zero] at h
  refine h.congr' ?_
  filter_upwards [hne] with x hx
  rw [← mul_assoc, inv_mul_cancel₀ hx, one_mul]

/-- Along a filter where `1/x` tends to zero, `x` is eventually nonzero and the potential has a
finite limit, the three boundary terms vanish as soon as `x u^2` and `x u'^2` do. -/
theorem virialDecay_of_limit {l : Filter ℝ} {c : ℝ}
    (hl : Tendsto (fun x : ℝ => x⁻¹) l (𝓝 0)) (hne : ∀ᶠ x in l, x ≠ 0)
    (hc : Tendsto V l (𝓝 c)) (h0 : Tendsto (fun x => x * u x ^ 2) l (𝓝 0))
    (h1 : Tendsto (fun x => x * u' x ^ 2) l (𝓝 0)) : VirialDecay V E u u' l := by
  refine ⟨?_, h1, ?_⟩
  · have hs := (tendsto_sq hl hne h0).add (tendsto_sq hl hne h1)
    rw [add_zero] at hs
    refine squeeze_zero_norm (fun x => ?_) hs
    rw [Real.norm_eq_abs, abs_le]
    constructor <;> nlinarith [sq_nonneg (u x + u' x), sq_nonneg (u x - u' x),
      sq_nonneg (u x), sq_nonneg (u' x)]
  · have hp := (hc.sub_const E).mul h0
    rw [mul_zero] at hp
    exact hp.congr (fun x => by ring)
```

The barrier V = A exp(-x²) with A ≥ 0 is an example. It tends to zero at both ends, and

x V' = -2A x² exp(-x²) ≤ 0.

The decay of u at +∞ follows from u² → 0 by taking a square root. For A < 0 the potential is a well, and it has a bound state.

```lean
/-- In the Gaussian potential `A exp(-x^2)` with `A ≥ 0`, a stationary solution for which `x u^2`
and `x u'^2` vanish at both ends is zero. -/
theorem gaussian_barrier {A : ℝ} (hA : 0 ≤ A)
    (hu : IsStationary (fun x => A * Real.exp (-x ^ 2)) E u u' u'')
    (b0 : Tendsto (fun x => x * u x ^ 2) atBot (𝓝 0))
    (b1 : Tendsto (fun x => x * u' x ^ 2) atBot (𝓝 0))
    (t0 : Tendsto (fun x => x * u x ^ 2) atTop (𝓝 0))
    (t1 : Tendsto (fun x => x * u' x ^ 2) atTop (𝓝 0)) : ∀ x, u x = 0 := by
  have hV : ∀ x : ℝ, HasDerivAt (fun y => A * Real.exp (-y ^ 2))
      (A * (Real.exp (-x ^ 2) * -(2 * x))) x := by
    intro x
    have hp : HasDerivAt (fun y : ℝ => y ^ 2) (2 * x) x := by
      simpa using hasDerivAt_pow 2 x
    exact (hp.fun_neg.exp).const_mul A
  have qt : Tendsto (fun x : ℝ => x ^ 2) atTop atTop := tendsto_pow_atTop two_ne_zero
  have qb : Tendsto (fun x : ℝ => x ^ 2) atBot atTop :=
    (qt.comp tendsto_neg_atBot_atTop).congr (fun x => neg_sq x)
  -- the barrier dies out wherever `x^2` grows
  have lim : ∀ l : Filter ℝ, Tendsto (fun x : ℝ => x ^ 2) l atTop →
      Tendsto (fun x => A * Real.exp (-x ^ 2)) l (𝓝 (A * 0)) := fun l hq =>
    (Real.tendsto_exp_atBot.comp (tendsto_neg_atTop_atBot.comp hq)).const_mul A
  refine no_bound_state hV (fun x => ?_) hu
    (virialDecay_of_limit tendsto_inv_atBot_zero (eventually_ne_atBot 0) (lim _ qb) b0 b1)
    (virialDecay_of_limit tendsto_inv_atTop_zero (eventually_ne_atTop 0) (lim _ qt) t0 t1) ?_
  · have h : 0 ≤ A * Real.exp (-x ^ 2) * x ^ 2 := by positivity
    linarith [show x * (A * (Real.exp (-x ^ 2) * -(2 * x)))
      = -2 * (A * Real.exp (-x ^ 2) * x ^ 2) by ring]
  · have h := (tendsto_sq tendsto_inv_atTop_zero (eventually_ne_atTop 0) t0).sqrt
    simp only [Real.sqrt_sq_eq_abs, Real.sqrt_zero] at h
    exact (tendsto_zero_iff_abs_tendsto_zero u).2 h

end VirialNoBoundState
```

```lean
#print axioms VirialNoBoundState.virial_theorem
-- 'VirialNoBoundState.virial_theorem' depends on axioms: [propext, Classical.choice, Quot.sound]
#print axioms VirialNoBoundState.free_constant_solution
-- 'VirialNoBoundState.free_constant_solution' depends on axioms: [propext, Classical.choice, Quot.sound]
#print axioms VirialNoBoundState.virialDecay_of_limit
-- 'VirialNoBoundState.virialDecay_of_limit' depends on axioms: [propext, Classical.choice, Quot.sound]
#print axioms VirialNoBoundState.gaussian_barrier
-- 'VirialNoBoundState.gaussian_barrier' depends on axioms: [propext, Classical.choice, Quot.sound]
```
